# Hills of positive height below 4/β, spread by occupation over finitely many bins, lower the bias functional whenever the occupations are unequal

Q: Before I argue, fix the definitions. What is being filled, and with what?

A: A system has a free-energy profile along a collective variable, and high barriers in it can trap a simulation in one region. Metadynamics without tempering adds repulsive hills where the system has been, in order to flatten the biased profile. If the hills are infinitesimal and the system equilibrates between them, this is a smooth relaxation. The problem here is a hill of finite height, which can overshoot.

Divide the variable into $n$ bins. Bin $s$ has free energy $F_s$ and accumulated bias $V_s$, and $\beta = 1/(k_BT)$. In Lean the bins are the elements of a finite type `ι`, so $n$ is `Fintype.card ι`, and `F` and `V` are real functions on it.

```lean
import Mathlib

open Finset

namespace FiniteHillHeight

noncomputable section

variable {ι : Type*} [Fintype ι]
```

The biased partition sum is $Z=\sum_s e^{-\beta(F_s+V_s)}$.

```lean
/-- The partition sum of the profile `F` with the bias `V` added. -/
def partitionSum (β : ℝ) (F V : ι → ℝ) : ℝ := ∑ s, Real.exp (-β * (F s + V s))
```

The equilibrium occupation of a bin is $p_s=e^{-\beta(F_s+V_s)}/Z$.

```lean
/-- The Boltzmann occupation of bin `s` in the biased profile, for a nonempty set of bins. -/
def occupation (β : ℝ) (F V : ι → ℝ) (s : ι) : ℝ :=
  Real.exp (-β * (F s + V s)) / partitionSum β F V
```

The quantity to be lowered is
$$L(V)=\frac1\beta\ln Z+\frac1n\sum_s V_s .$$

```lean
/-- The functional `L(V) = (1/β) ln ∑ exp(-β(F+V)) + (1/n) ∑ V`, for `β ≠ 0` and `n ≥ 1` bins. -/
def biasFunctional (β : ℝ) (F V : ι → ℝ) : ℝ :=
  1 / β * Real.log (partitionSum β F V) + 1 / (Fintype.card ι : ℝ) * ∑ s, V s
```

Q: Why that combination?

A: Its derivative with respect to $V_s$ is $-p_s+1/n$, so it is stationary exactly when all bins are equally occupied. Adding a constant to $V$ leaves it unchanged. The squared distance from even occupation is $D=\sum_s(p_s-1/n)^2$, called `unevenness`.

```lean
/-- The squared distance of the occupations from the uniform law on `n ≥ 1` bins. -/
def unevenness (β : ℝ) (F V : ι → ℝ) : ℝ :=
  ∑ s, (occupation β F V s - 1 / (Fintype.card ι : ℝ)) ^ 2
```

One deposit replaces $V_s$ by $V_s+h\,p_s$.

```lean
/-- One deposit: each bin receives a hill of height `h` times its occupation. -/
def deposit (β h : ℝ) (F V : ι → ℝ) : ι → ℝ := fun s => V s + h * occupation β F V s
```

Q: In my code $h$ is the peak height of one Gaussian.

A: Here $h$ is the total height handed out in one deposit, summed over the bins; bin $s$ gets the share $hp_s$. Both $h$ and $L$ are energies, so $\beta h$ is dimensionless.

Q: My code also drops a hill where the walker is. It doesn't know $p$.

A: That is the step from the model to a simulation which no hypothesis covers: a hill at one sampled bin is replaced by its average over the equilibrium distribution of the current bias. The model also has hills one bin wide and a fixed $h$, without tempering.

Q: Then show me the inequality in ordinary mathematics.

A: Write $V'$ for the bias after the deposit and $Z'$ for its partition sum. Each Boltzmann factor gains $e^{-\beta hp_s}$, so
$$Z'=\sum_s e^{-\beta(F_s+V_s)}e^{-\beta hp_s}=Z\sum_s p_s e^{-\beta hp_s}.$$
Since $\sum_s p_s=1$, the sum of the bias grows by $h$. Hence
$$L(V')-L(V)=\frac1\beta\ln\sum_s p_s e^{-\beta hp_s}+\frac hn .$$

The logarithm needs an upper bound. Take weights $w_s\ge0$ with sum one, values $x_s\in[a,b]$ and mean $m=\sum_s w_sx_s$, and let $K(t)=\ln\sum_s w_se^{tx_s}$. Then $K(0)=0$ and $K'(0)=m$, and $K''(t)$ is the variance of $x$ under the weights proportional to $w_se^{tx_s}$. A variance is at most the mean squared distance from the midpoint $(a+b)/2$, hence at most $(b-a)^2/4$. Taylor's formula gives
$$K(t)\le tm+\frac{t^2(b-a)^2}{8}.$$

Now put $w=x=p$ and $t=-\beta h$. Let $r$ be a bin of largest and $q$ a bin of smallest occupation:
$$\ln\sum_s p_se^{-\beta hp_s}\le-\beta h\sum_s p_s^2+\frac{(\beta h)^2(p_r-p_q)^2}{8}.$$

Two facts bring in $D$. Expanding the square gives $D=\sum_s p_s^2-2/n+1/n$, so $\sum_s p_s^2=D+1/n$. With $u=p_r-1/n$ and $v=p_q-1/n$,
$$(p_r-p_q)^2=2(u^2+v^2)-(u+v)^2\le2(u^2+v^2)\le2D$$
if $r\ne q$; if $r=q$ the left side is zero. Therefore
$$L(V')-L(V)\le-h\Big(D+\frac1n\Big)+\frac{\beta h^2D}{4}+\frac hn=-h\Big(1-\frac{\beta h}{4}\Big)D .$$
For a single bin $D=0$, and both sides vanish.

Q: Does the Lean proof do the same, or does it hide the logarithm bound in an assumption?

A: It proves the bound as Hoeffding's lemma for finitely many outcomes, in exponentiated form. It doesn't repeat the Taylor argument: it reads the weights as a probability measure `P` and calls Mathlib's sub-Gaussian estimate for bounded variables. `hE` turns integrals back into weighted sums, and the closing `calc` restores the mean, which the Mathlib estimate had subtracted.

```lean
/-- Hoeffding's lemma for finitely many bins: under a probability law `w`, the exponential average
`∑ w exp(t x)` of an observable `x` with values in `[a, b]` and mean `m` is at most
`exp(t m + t² (b - a)² / 8)`. -/
theorem hoeffding_finite (w x : ι → ℝ) (hw : ∀ s, 0 ≤ w s) (h1 : ∑ s, w s = 1)
    {a b : ℝ} (hx : ∀ s, x s ∈ Set.Icc a b) (t : ℝ) :
    ∑ s, w s * Real.exp (t * x s) ≤
      Real.exp (t * ∑ s, w s * x s + t ^ 2 * (b - a) ^ 2 / 8) := by
  let : MeasurableSpace ι := ⊤
  have : MeasurableSingletonClass ι := ⟨fun _ => trivial⟩
  -- read the weights as a probability measure and use the sub-Gaussian bound
  let P : PMF ι := PMF.ofFintype (fun s => ENNReal.ofReal (w s)) (by
    rw [← ENNReal.ofReal_sum_of_nonneg (fun s _ => hw s), h1, ENNReal.ofReal_one])
  have hE : ∀ f : ι → ℝ, ∫ s, f s ∂P.toMeasure = ∑ s, w s * f s := by
    intro f
    rw [PMF.integral_eq_sum]
    refine Finset.sum_congr rfl fun s _ => ?_
    rw [show P s = ENNReal.ofReal (w s) from rfl, ENNReal.toReal_ofReal (hw s), smul_eq_mul]
  have hsub := ProbabilityTheory.hasSubgaussianMGF_of_mem_Icc (μ := P.toMeasure) (X := x)
    (a := a) (b := b) measurable_from_top.aemeasurable (Filter.Eventually.of_forall hx)
  have key := hsub.mgf_le t
  have hc : (((‖b - a‖₊ / 2) ^ 2 : NNReal) : ℝ) = (b - a) ^ 2 / 4 := by
    simp only [NNReal.coe_pow, NNReal.coe_div, coe_nnnorm, Real.norm_eq_abs, div_pow, sq_abs,
      NNReal.coe_ofNat]
    norm_num
  rw [hc] at key
  simp only [ProbabilityTheory.mgf, hE] at key
  calc ∑ s, w s * Real.exp (t * x s)
      = Real.exp (t * ∑ s, w s * x s) *
          ∑ s, w s * Real.exp (t * (x s - ∑ r, w r * x r)) := by
        rw [Finset.mul_sum]
        refine Finset.sum_congr rfl fun s _ => ?_
        rw [mul_left_comm, ← Real.exp_add]
        congr 2
        ring
    _ ≤ Real.exp (t * ∑ s, w s * x s) * Real.exp ((b - a) ^ 2 / 4 * t ^ 2 / 2) :=
        mul_le_mul_of_nonneg_left key (Real.exp_pos _).le
    _ = _ := by
        rw [← Real.exp_add]
        congr 1
        ring
```

The bound on the gap between two occupations is stated for any real values and any reference `c`. For distinct bins the proof keeps only two terms of the sum of squares, then uses the identity with $u$ and $v$.

```lean
/-- The squared difference of two values is at most twice the summed squared deviation
of all values from any reference `c`. -/
theorem sq_gap_le (x : ι → ℝ) (c : ℝ) (s r : ι) :
    (x s - x r) ^ 2 ≤ 2 * ∑ i, (x i - c) ^ 2 := by
  classical
  by_cases hsr : s = r
  · subst hsr
    rw [sub_self, zero_pow two_ne_zero]
    exact mul_nonneg zero_le_two (Finset.sum_nonneg fun _ _ => sq_nonneg _)
  · have h := Finset.sum_le_sum_of_subset_of_nonneg (Finset.subset_univ {s, r})
      (fun i _ _ => sq_nonneg (x i - c))
    rw [Finset.sum_pair hsr] at h
    nlinarith [sq_nonneg (x s - c + (x r - c))]
```

From here on there is at least one bin, so the partition sum is positive.

```lean
variable [Nonempty ι]

/-- For a nonempty set of bins the partition sum is positive. -/
lemma partitionSum_pos (β : ℝ) (F V : ι → ℝ) : 0 < partitionSum β F V :=
  Finset.sum_pos (fun _ _ => Real.exp_pos _) Finset.univ_nonempty
```

The occupations are then normalised.

```lean
/-- For a nonempty set of bins the occupations sum to one. -/
lemma sum_occupation (β : ℝ) (F V : ι → ℝ) : ∑ s, occupation β F V s = 1 := by
  unfold occupation
  rw [← Finset.sum_div]
  exact div_self (partitionSum_pos β F V).ne'
```

The next theorem is the formula for $Z'$. It is an equality, so nothing is lost before the logarithm is bounded.

```lean
/-- One deposit multiplies the partition sum by an exponential average over the
current occupations. -/
theorem partitionSum_deposit (β h : ℝ) (F V : ι → ℝ) :
    partitionSum β F (deposit β h F V) = partitionSum β F V *
      ∑ s, occupation β F V s * Real.exp (-(β * h) * occupation β F V s) := by
  have hZ := partitionSum_pos β F V
  rw [Finset.mul_sum]
  refine Finset.sum_congr rfl fun s _ => ?_
  have hp : partitionSum β F V * occupation β F V s = Real.exp (-β * (F s + V s)) := by
    unfold occupation
    field_simp
  rw [← mul_assoc, hp, ← Real.exp_add]
  congr 1
  simp only [deposit]
  ring
```

Q: And the main statement? Read it to me without the notation.

A: For every positive $\beta$, every real $h$, every profile and every current bias on a finite nonempty set of bins, $L$ after one deposit is at most $L$ before it minus $h(1-\beta h/4)D$. No sign is required of $h$. When the coefficient $h(1-\beta h/4)$ is negative, the inequality merely limits how far $L$ may rise.

In the proof, `hlog` is the logarithm bound, `hgap` the gap bound and `hQ` the identity for $\sum_s p_s^2$. `hstep` combines them and divides by $\beta$, where positivity is used. The last lines insert the formula for $Z'$ and the growth of $\sum_s V_s$, and the two terms $h/n$ cancel.

```lean
/-- Descent with finite hills: at `β > 0` a deposit of height `h` changes `L` by at most
`-h (1 - βh/4) ∑ (p_s - 1/n)²`. -/
theorem finite_hill_descent {β : ℝ} (hβ : 0 < β) (h : ℝ) (F V : ι → ℝ) :
    biasFunctional β F (deposit β h F V) ≤
      biasFunctional β F V - h * (1 - β * h / 4) * unevenness β F V := by
  have hp : ∀ s, 0 < occupation β F V s :=
    fun s => div_pos (Real.exp_pos _) (partitionSum_pos β F V)
  obtain ⟨r, hr⟩ := Finite.exists_max (occupation β F V)
  obtain ⟨q, hq⟩ := Finite.exists_min (occupation β F V)
  have hpos : 0 < ∑ s, occupation β F V s * Real.exp (-(β * h) * occupation β F V s) :=
    Finset.sum_pos (fun s _ => mul_pos (hp s) (Real.exp_pos _)) Finset.univ_nonempty
  have hlog := (Real.log_le_iff_le_exp hpos).2 (hoeffding_finite _ (occupation β F V)
    (fun s => (hp s).le) (sum_occupation β F V) (fun s => ⟨hq s, hr s⟩) (-(β * h)))
  have hgap : (occupation β F V r - occupation β F V q) ^ 2 ≤ 2 * unevenness β F V :=
    sq_gap_le _ _ r q
  -- the sum of squared occupations is the unevenness plus 1/n
  have hQ : ∑ s, occupation β F V s * occupation β F V s =
      unevenness β F V + 1 / (Fintype.card ι : ℝ) := by
    have hn : (Fintype.card ι : ℝ) * (1 / (Fintype.card ι : ℝ)) = 1 :=
      mul_one_div_cancel (Nat.cast_ne_zero.2 Fintype.card_ne_zero)
    have hexp : unevenness β F V = ∑ s, (occupation β F V s * occupation β F V s -
        2 * (1 / (Fintype.card ι : ℝ)) * occupation β F V s +
        (1 / (Fintype.card ι : ℝ)) ^ 2) :=
      Finset.sum_congr rfl fun s _ => by ring
    rw [hexp, Finset.sum_add_distrib, Finset.sum_sub_distrib, ← Finset.mul_sum,
      sum_occupation, Finset.sum_const, Finset.card_univ, nsmul_eq_mul]
    linear_combination -(1 / (Fintype.card ι : ℝ)) * hn
  rw [hQ] at hlog
  have hquad := mul_le_mul_of_nonneg_left hgap (sq_nonneg (β * h))
  have hstep : 1 / β *
      Real.log (∑ s, occupation β F V s * Real.exp (-(β * h) * occupation β F V s)) ≤
      -h * (unevenness β F V + 1 / (Fintype.card ι : ℝ)) +
        β * h ^ 2 * unevenness β F V / 4 := by
    rw [one_div, inv_mul_le_iff₀ hβ]
    linarith
  have hV : ∑ s, deposit β h F V s = ∑ s, V s + h := by
    simp only [deposit]
    rw [Finset.sum_add_distrib, ← Finset.mul_sum, sum_occupation, mul_one]
  unfold biasFunctional
  rw [partitionSum_deposit, Real.log_mul (partitionSum_pos β F V).ne' hpos.ne', hV]
  linarith
```

Q: When does that guarantee an actual decrease?

A: When $0<h<4/\beta$ and at least one occupation differs from $1/n$. Then $D$ and the coefficient are both positive.

```lean
/-- For `β > 0` and `0 < h < 4/β`, a deposit strictly lowers `L` whenever some occupation
differs from `1/n`. -/
theorem strict_descent {β h : ℝ} (hβ : 0 < β) (h0 : 0 < h) (h4 : h < 4 / β) (F V : ι → ℝ)
    {s : ι} (hs : occupation β F V s ≠ 1 / (Fintype.card ι : ℝ)) :
    biasFunctional β F (deposit β h F V) < biasFunctional β F V := by
  have hD : 0 < unevenness β F V := Finset.sum_pos' (fun _ _ => sq_nonneg _)
    ⟨s, Finset.mem_univ s, pow_pos_of_ne hs⟩
  have hrate : 0 < 1 - β * h / 4 := by linarith [(lt_div_iff₀ hβ).1 h4]
  linarith [finite_hill_descent hβ h F V, mul_pos (mul_pos h0 hrate) hD]
where
  pow_pos_of_ne {a b : ℝ} (hab : a ≠ b) : 0 < (a - b) ^ 2 :=
    lt_of_le_of_ne (sq_nonneg _) (pow_ne_zero 2 (sub_ne_zero.2 hab)).symm
```

Q: Give me numbers.

A: Take two bins, $\beta=1$, $V=0$ and $F=(0,\ln3)$, so that $p=(3/4,1/4)$ and $D=1/8$. Choose $h=4\ln2\approx2.77$, which is below 4.

Before the deposit, $Z=4/3$ and $L=\ln(4/3)\approx0.288$. The deposit adds $3\ln2$ to the first bin and $\ln2$ to the second, so
$$Z'=\frac18+\frac13\cdot\frac12=\frac7{24},\qquad L(V')=\ln\frac7{24}+2\ln2=\ln\frac76\approx0.154 .$$
The change is $\ln(7/8)\approx-0.134$. The theorem's upper bound on it is $-h(1-h/4)/8\approx-0.106$, which is respected. The new occupations are $(3/7,4/7)$: the deposit overshoots slightly, yet $L$ falls.

Q: And if I ignore the ceiling on $h$?

A: Keep the same two bins and take $h=4\ln3\approx4.39$. The ratio $p_1/p_2=3$ is multiplied by $e^{-h(p_1-p_2)}=e^{-2\ln3}=1/9$ and becomes $1/3$. The occupations are now $(1/4,3/4)$, simply interchanged. The change in $L$ is
$$\ln\Big(\frac34\cdot\frac1{27}+\frac14\cdot\frac13\Big)+2\ln3=\ln\frac19+\ln9=0 .$$
The next deposit interchanges them back, and so on without end. Strict descent therefore fails if the condition $h<4/\beta$ is relaxed far enough to admit $\beta h=4\ln3$.

Q: One deposit is not a simulation. What about many?

A: The bound can be summed. Let $V^{(k)}$ be the bias after $k$ deposits, with the occupations recomputed each time, and $D_k$ its unevenness. Adding the single-deposit inequalities makes the values of $L$ telescope:
$$h\Big(1-\frac{\beta h}{4}\Big)\sum_{k=0}^{N-1}D_k\le L(V^{(0)})-L(V^{(N)}).$$
In Lean, $V^{(k)}$ is `(deposit β h F)^[k] V`. The proof is an induction on $N$ that adds one use of the descent theorem per step; for $N=0$ both sides are zero.

```lean
/-- At `β > 0`, the unevenness accumulated over `N` deposits, times `h (1 - βh/4)`, is at most
the total drop of `L`. -/
theorem accumulated_unevenness_le {β : ℝ} (hβ : 0 < β) (h : ℝ) (F V : ι → ℝ) (N : ℕ) :
    h * (1 - β * h / 4) * ∑ k ∈ range N, unevenness β F ((deposit β h F)^[k] V) ≤
      biasFunctional β F V - biasFunctional β F ((deposit β h F)^[N] V) := by
  induction N with
  | zero => simp
  | succ N ih =>
    rw [Finset.sum_range_succ, Function.iterate_succ_apply', mul_add]
    linarith [finite_hill_descent hβ h F ((deposit β h F)^[N] V)]

end

end FiniteHillHeight
```

```lean
#print axioms FiniteHillHeight.finite_hill_descent
#print axioms FiniteHillHeight.strict_descent
#print axioms FiniteHillHeight.accumulated_unevenness_le
```

```
'FiniteHillHeight.finite_hill_descent' depends on axioms: [propext, Classical.choice, Quot.sound]
'FiniteHillHeight.strict_descent' depends on axioms: [propext, Classical.choice, Quot.sound]
'FiniteHillHeight.accumulated_unevenness_le' depends on axioms: [propext, Classical.choice, Quot.sound]
```

Q: So the bins end up evenly occupied?

A: The theorem stops at the drop in $L$ and makes no claim about a limit. To go further you need a floor under $L$, and I can give you an informal argument for one. The arithmetic mean of the Boltzmann factors is at least their geometric mean, which gives $L(V)\ge(\ln n)/\beta-(1/n)\sum_sF_s$ for every $V$. For $0<h<4/\beta$ the sum of the $D_k$ then stays bounded as $N$ grows, so $D_k\to0$.

Q: What should I take back to my simulations?

A: For metadynamics idealised as equilibrated, occupation-averaged deposits on finitely many bins, a total height between zero and $4k_BT$ per deposit never raises $L$. For a real trajectory, whose hills follow correlated samples, the theorem gives no guarantee, and it doesn't by itself recommend a height for a single Gaussian.
